# Equal power sums of N neighbour distances up to order N imply equal elementary symmetric functions

The lemma compares two environments, each described by N real numbers read as neighbour distances; neither positivity nor any spatial geometry is assumed. If the sums of the k-th powers agree for every k from 1 to N, then the elementary symmetric functions of the two unlabelled collections, counted with multiplicity, agree for every order from 0 to N. The attempt works with symmetric polynomials evaluated at the two families and uses strong induction on the order. Newton's identity writes k times the k-th elementary symmetric function through lower ones and power sums, and the nonzero factor k is then cancelled.

Lean 4 with Mathlib refuses this proof:

```lean
import Mathlib

open Finset

namespace RadialDescriptorCompleteness

noncomputable section

variable {N : ℕ}

/-- The neighbour distances of an environment, with multiplicity and without labels. -/
def distances (r : Fin N → ℝ) : Multiset ℝ :=
  (univ : Finset (Fin N)).val.map r

/-- If the power sums of two families of `N` real numbers agree for orders `1` to `N`, their
elementary symmetric functions agree up to order `N`. -/
theorem esymm_eq_of_power_sums (x y : Fin N → ℝ)
    (h : ∀ k, 1 ≤ k → k ≤ N → ∑ j, x j ^ k = ∑ j, y j ^ k) :
    ∀ k, k ≤ N → (distances x).esymm k = (distances y).esymm k := by
  have hp : ∀ m, 1 ≤ m → m ≤ N →
      MvPolynomial.aeval x (MvPolynomial.psum (Fin N) ℝ m) =
        MvPolynomial.aeval y (MvPolynomial.psum (Fin N) ℝ m) := by
    intro m h1 h2
    simp only [MvPolynomial.psum, map_sum, map_pow, MvPolynomial.aeval_X]
    exact h m h1 h2
  have key : ∀ k, k ≤ N →
      MvPolynomial.aeval x (MvPolynomial.esymm (Fin N) ℝ k) =
        MvPolynomial.aeval y (MvPolynomial.esymm (Fin N) ℝ k) := by
    intro k
    induction k using Nat.strong_induction_on with
    | _ k ih =>
      intro hk
      rcases Nat.eq_zero_or_pos k with h0 | hpos
      · subst h0
        simp [MvPolynomial.esymm_zero]
      · -- Newton's identity expresses order k through lower orders and power sums
        have hx := congrArg (fun p : MvPolynomial (Fin N) ℝ => MvPolynomial.aeval x p)
          (MvPolynomial.mul_esymm_eq_sum (Fin N) ℝ k)
        have hy := congrArg (fun p : MvPolynomial (Fin N) ℝ => MvPolynomial.aeval y p)
          (MvPolynomial.mul_esymm_eq_sum (Fin N) ℝ k)
        simp only [map_mul, map_sum, map_pow, map_neg, map_one, map_natCast] at hx hy
        have hk0 : (k : ℝ) ≠ 0 := Nat.cast_ne_zero.mpr (by omega)
        apply mul_left_cancel₀ hk0
        rw [hx, hy]
        congr 1
        apply Finset.sum_congr rfl
        intro a ha
        rw [Finset.mem_filter, Finset.mem_antidiagonal] at ha
        obtain ⟨hadd, hlt⟩ := ha
        rw [ih a.1 hlt (by omega), hp a.2 (by omega) (by omega)]
  intro k hk
  have hfin := key k hk
  simp only [MvPolynomial.aeval_esymm_eq_multiset_esymm] at hfin
  exact hfin

end

end RadialDescriptorCompleteness
```

Compiling this gives:

```
Main.lean:48:31: error: Tactic `rewrite` failed: Did not find an occurrence of the pattern
  ?m.253 ∈ Finset.antidiagonal ?m.250 ?m.251 ?m.252
in the target expression
  a ∈ HasAntidiagonal.antidiagonal k ∧ a.1 < k

case h.inr.e_a
N : ℕ
x y : Fin N → ℝ
h : ∀ (k : ℕ), 1 ≤ k → k ≤ N → ∑ j, x j ^ k = ∑ j, y j ^ k
hp :
  ∀ (m : ℕ),
    1 ≤ m →
      m ≤ N →
        (MvPolynomial.aeval x) (MvPolynomial.psum (Fin N) ℝ m) = (MvPolynomial.aeval y) (MvPolynomial.psum (Fin N) ℝ m)
k : ℕ
ih :
  ∀ m < k,
    m ≤ N →
      (MvPolynomial.aeval x) (MvPolynomial.esymm (Fin N) ℝ m) = (MvPolynomial.aeval y) (MvPolynomial.esymm (Fin N) ℝ m)
hk : k ≤ N
hpos : k > 0
hx :
  ↑k * (MvPolynomial.aeval x) (MvPolynomial.esymm (Fin N) ℝ k) =
    (-1) ^ (k + 1) *
      ∑ x_1 ∈ HasAntidiagonal.antidiagonal k with x_1.1 < k,
        (-1) ^ x_1.1 * (MvPolynomial.aeval x) (MvPolynomial.esymm (Fin N) ℝ x_1.1) *
          (MvPolynomial.aeval x) (MvPolynomial.psum (Fin N) ℝ x_1.2)
hy :
  ↑k * (MvPolynomial.aeval y) (MvPolynomial.esymm (Fin N) ℝ k) =
    (-1) ^ (k + 1) *
      ∑ x ∈ HasAntidiagonal.antidiagonal k with x.1 < k,
        (-1) ^ x.1 * (MvPolynomial.aeval y) (MvPolynomial.esymm (Fin N) ℝ x.1) *
          (MvPolynomial.aeval y) (MvPolynomial.psum (Fin N) ℝ x.2)
hk0 : ↑k ≠ 0
a : ℕ × ℕ
ha : a ∈ HasAntidiagonal.antidiagonal k ∧ a.1 < k
⊢ (-1) ^ a.1 * (MvPolynomial.aeval x) (MvPolynomial.esymm (Fin N) ℝ a.1) *
      (MvPolynomial.aeval x) (MvPolynomial.psum (Fin N) ℝ a.2) =
    (-1) ^ a.1 * (MvPolynomial.aeval y) (MvPolynomial.esymm (Fin N) ℝ a.1) *
      (MvPolynomial.aeval y) (MvPolynomial.psum (Fin N) ℝ a.2)
```

The single error comes while unpacking the membership hypothesis `ha` for a term of Newton's sum. The rewrite with `Finset.mem_filter` has already worked, leaving `a ∈ HasAntidiagonal.antidiagonal k ∧ a.1 < k`. The next lemma, `Finset.mem_antidiagonal`, does not fit: its left-hand side concerns `Finset.antidiagonal` applied to three arguments, whereas the hypothesis contains `HasAntidiagonal.antidiagonal` applied to `k`. These are different constants despite the similar names, so `rw` finds no occurrence of its pattern.

The diff replaces the lemma with `Finset.HasAntidiagonal.mem_antidiagonal`, which is about the antidiagonal actually present. It turns the membership into the equation `a.1 + a.2 = k`. The following `obtain` names this equation `hadd`, and together with `a.1 < k` and `k ≤ N` it lets `omega` prove the bounds needed for the induction hypothesis and the power-sum hypothesis. The rest of the proof is unchanged.

This version goes through:

```diff
@@ -46,5 +46,5 @@
         apply Finset.sum_congr rfl
         intro a ha
-        rw [Finset.mem_filter, Finset.mem_antidiagonal] at ha
+        rw [Finset.mem_filter, Finset.HasAntidiagonal.mem_antidiagonal] at ha
         obtain ⟨hadd, hlt⟩ := ha
         rw [ih a.1 hlt (by omega), hp a.2 (by omega) (by omega)]
```
